# Splitting and exciton weight of a two-state exciton–trion model near zero Fermi energy

An exciton in a doped semiconductor is represented by one level at energy 0, and a trion by one level at energy −d. A real coupling g mixes them. The exciton energy is the zero of the energy scale, and F is the Fermi energy of the added carriers, measured from the band edge. A state is a real vector v with exciton amplitude v₀ and trion amplitude v₁, written `v 0` and `v 1` in Lean.

```lean
import Mathlib

open Matrix

namespace TwoStatePolaron

noncomputable section
```

In this basis the Hamiltonian is the symmetric matrix with rows (0, g) and (g, −d).

```lean
/-- Hamiltonian in the basis (exciton, trion): the exciton has energy `0`, the trion
has energy `-d`, and `g` couples them. -/
def hamiltonian (g d : ℝ) : Matrix (Fin 2) (Fin 2) ℝ := !![0, g; g, -d]
```

The level separation is taken to be linear in the Fermi energy:

d = Eb + cF

Here Eb > 0 is the trion binding energy at vanishing doping, and the dimensionless constant c ≥ 0 stands for the first-order effect of the carriers on the separation of the uncoupled levels.

```lean
/-- Exciton-trion detuning `d = Eb + c F` at Fermi energy `F`. -/
def detuning (Eb c F : ℝ) : ℝ := Eb + c * F
```

The coupling obeys g² = kF with k > 0. This stands for a squared matrix element that grows with the number of carriers available for binding, which in a two-dimensional parabolic band is proportional to F. Both linear laws are assumptions of the model and are not derived from a many-body Hamiltonian. With them, define

s = √(d² + 4kF)

```lean
/-- Splitting `s = √(d² + 4 k F)` of the two polaron branches, for `d² + 4 k F ≥ 0`. -/
def splitting (Eb c k F : ℝ) : ℝ := √(detuning Eb c F ^ 2 + 4 * k * F)
```

The two candidate energies are the attractive branch E₋ and the repulsive branch E₊, which differ by s:

E₋ = (−d − s)/2

E₊ = (−d + s)/2

```lean
/-- Energy `(-d - s)/2` of the lower (attractive) branch. -/
def lowerEnergy (Eb c k F : ℝ) : ℝ := (-detuning Eb c F - splitting Eb c k F) / 2

/-- Energy `(-d + s)/2` of the upper (repulsive) branch. -/
def upperEnergy (Eb c k F : ℝ) : ℝ := (-detuning Eb c F + splitting Eb c k F) / 2
```

The candidate for the exciton weight of the lower branch is

Z = (1 − d/s)/2

```lean
/-- Exciton weight `Z = (1 - d/s)/2` of the lower branch, for `s > 0`. -/
def lowerWeight (Eb c k F : ℝ) : ℝ := (1 - detuning Eb c F / splitting Eb c k F) / 2
```

So far these are only formulas. The theorems on energy levels and exciton probability below connect them to the matrix.

## Energy levels from the secular equation

If kF ≥ 0, the quantity under the root is nonnegative, so s² = d² + 4kF.

```lean
/-- The square of the splitting is `d² + 4 k F` when `k F ≥ 0`. -/
theorem splitting_sq (Eb c k F : ℝ) (h : 0 ≤ k * F) :
    splitting Eb c k F ^ 2 = detuning Eb c F ^ 2 + 4 * k * F :=
  Real.sq_sqrt (by nlinarith [sq_nonneg (detuning Eb c F)])
```

If also Eb > 0 and c, F ≥ 0, then d > 0 and therefore s > 0. This makes the quotient d/s meaningful.

```lean
/-- The splitting is positive when `Eb > 0`, `c, F ≥ 0` and `k F ≥ 0`. -/
theorem splitting_pos {Eb c k F : ℝ} (hE : 0 < Eb) (hc : 0 ≤ c) (hF : 0 ≤ F)
    (h : 0 ≤ k * F) : 0 < splitting Eb c k F := by
  have hd : 0 < detuning Eb c F := by unfold detuning; positivity
  exact Real.sqrt_pos.2 (by nlinarith [pow_pos hd 2])
```

The stationary Schrödinger equation Hv = Ev has two components:

g v₁ = E v₀

g v₀ − d v₁ = E v₁

`eigen_iff` states that the matrix equation is equivalent to this pair.

```lean
/-- The stationary Schrödinger equation written out in exciton and trion amplitudes. -/
theorem eigen_iff (g d E : ℝ) (v : Fin 2 → ℝ) :
    hamiltonian g d *ᵥ v = E • v ↔
      g * v 1 = E * v 0 ∧ g * v 0 + -d * v 1 = E * v 1 := by
  simp [hamiltonian, funext_iff, Fin.forall_fin_two, dotProduct, Fin.sum_univ_two]
```

The second component says g v₀ = (E + d) v₁. Multiplying the first by E + d and substituting gives

(E(E + d) − g²) v₀ = 0

Multiplying the second by E and substituting E v₀ = g v₁ gives the same equation for v₁. A nonzero vector has at least one nonzero amplitude, so

E(E + d) = g²

Conversely, when this holds, the vector (E + d, g) solves both components. It vanishes only if g = 0 and E = −d, and then the bare trion (0, 1) is a solution. The theorem `secular` therefore says that a nonzero eigenvector with energy E exists exactly when the secular equation holds. Its proof has the same two eliminations, `a0` and `a1`, and the same two cases.

```lean
/-- Secular equation: `E` is an energy level exactly when `E (E + d) = g²`. -/
theorem secular (g d E : ℝ) :
    (∃ v : Fin 2 → ℝ, v ≠ 0 ∧ hamiltonian g d *ᵥ v = E • v) ↔ E * (E + d) = g ^ 2 := by
  constructor
  · rintro ⟨v, hv, h⟩
    obtain ⟨h0, h1⟩ := (eigen_iff g d E v).1 h
    by_contra hne
    have hne' : E * (E + d) - g ^ 2 ≠ 0 := sub_ne_zero.2 hne
    -- eliminating either amplitude leaves the secular polynomial times the other
    have a0 : (E * (E + d) - g ^ 2) * v 0 = 0 := by
      linear_combination -(E + d) * h0 - g * h1
    have a1 : (E * (E + d) - g ^ 2) * v 1 = 0 := by
      linear_combination -E * h1 - g * h0
    exact hv (funext (Fin.forall_fin_two.2
      ⟨(mul_eq_zero.1 a0).resolve_left hne', (mul_eq_zero.1 a1).resolve_left hne'⟩))
  · intro h
    by_cases h0 : g = 0 ∧ E + d = 0
    · -- without coupling the level `-d` is the bare trion
      refine ⟨![0, 1], fun hv => absurd (show (1 : ℝ) = 0 from congrFun hv 1) one_ne_zero,
        (eigen_iff g d E _).2 ⟨?_, ?_⟩⟩
      · show g * 1 = E * 0
        linarith [h0.1]
      · show g * 0 + -d * 1 = E * 1
        linarith [h0.2]
    · refine ⟨![E + d, g], fun hv => h0 ⟨congrFun hv 1, congrFun hv 0⟩,
        (eigen_iff g d E _).2 ⟨?_, ?_⟩⟩
      · show g * g = E * (E + d)
        linear_combination -h
      · show g * (E + d) + -d * g = E * g
        ring
```

To solve the quadratic, expand the product of the two proposed factors, using s² = d² + 4kF and g² = kF:

(E − E₋)(E − E₊) = E² + dE + (d² − s²)/4 = E(E + d) − g²

The left side vanishes exactly at E₋ and E₊. The theorem `energy_levels` needs only the hypothesis g² = kF, so the sign of g is irrelevant. In the proof, `linear_combination` checks the expansion in one direction and the substitution of each root in the other.

```lean
/-- With `g² = k F`, the energy levels are exactly the lower and upper branch energies. -/
theorem energy_levels {Eb c k F g : ℝ} (hg : g ^ 2 = k * F) (E : ℝ) :
    (∃ v : Fin 2 → ℝ, v ≠ 0 ∧ hamiltonian g (detuning Eb c F) *ᵥ v = E • v) ↔
      E = lowerEnergy Eb c k F ∨ E = upperEnergy Eb c k F := by
  have hs := splitting_sq Eb c k F (by rw [← hg]; positivity)
  rw [secular]
  constructor
  · intro h
    have hprod : (E - lowerEnergy Eb c k F) * (E - upperEnergy Eb c k F) = 0 := by
      simp only [lowerEnergy, upperEnergy]
      linear_combination h - (1 / 4) * hs + hg
    rcases mul_eq_zero.1 hprod with h | h
    · left; linarith
    · right; linarith
  · rintro (h | h) <;> rw [h] <;> simp only [lowerEnergy, upperEnergy] <;>
      linear_combination (1 / 4) * hs - hg
```

## Exciton probability in the lower branch

Multiply the first component equation by v₀ and the second by v₁. Both then contain g v₀v₁, and eliminating it gives

E v₀² = (E + d) v₁²

For E = E₋ this becomes

(s + d) v₀² = (s − d) v₁²

With the normalisation v₀² + v₁² = 1,

2s v₀² = s − d

Hence v₀² = (1 − d/s)/2 = Z. The theorem applies to every normalised real eigenvector of the lower branch, whatever its overall sign. Real vectors suffice here: the levels are distinct because s > 0, so a complex eigenvector is a real one times a complex number. The last line of the proof combines the two component equations and the normalisation with the multipliers just used.

```lean
/-- For `Eb > 0`, `c, F ≥ 0` and `g² = k F`, every normalised state of the lower branch
has exciton probability `Z = (1 - d/s)/2`. -/
theorem exciton_probability {Eb c k F g : ℝ} (hE : 0 < Eb) (hc : 0 ≤ c) (hF : 0 ≤ F)
    (hg : g ^ 2 = k * F) (v : Fin 2 → ℝ) (hn : v 0 ^ 2 + v 1 ^ 2 = 1)
    (hv : hamiltonian g (detuning Eb c F) *ᵥ v = lowerEnergy Eb c k F • v) :
    v 0 ^ 2 = lowerWeight Eb c k F := by
  have hs : 0 < splitting Eb c k F :=
    splitting_pos hE hc hF (by rw [← hg]; positivity)
  obtain ⟨h0, h1⟩ := (eigen_iff _ _ _ v).1 hv
  unfold lowerEnergy at h0 h1
  unfold lowerWeight
  set s := splitting Eb c k F
  set d := detuning Eb c F
  have e : (1 - d / s) / 2 = (s - d) / (2 * s) := by field_simp
  rw [e, eq_div_iff (by positivity)]
  linear_combination 2 * v 0 * h0 - 2 * v 1 * h1 + (s - d) * hn
```

The same elimination with E = E₊ exchanges the roles of s − d and s + d, and gives the exciton probability (1 + d/s)/2 in the upper branch. The two weights add up to 1, so the lower branch gains exactly the exciton weight that the upper one loses. This upper-branch formula is derived here by hand and has no Lean proof.

## Values and slopes at F = 0

At F = 0 we have d = Eb, so s = Eb and Z = 0: the lower state is the bare trion. For the slopes, write a prime for d/dF. Differentiating s² = d² + 4kF at F = 0 gives

2Eb s′ = 2Eb c + 4k

s′ = c + 2k/Eb

The quotient rule then gives

Z′ = −(c·Eb − Eb·s′)/(2Eb²) = k/Eb²

The constant c cancels from the slope of the weight. The splitting itself is continuous and equals Eb at F = 0, so in this model, which has no linewidths and no trion continuum, the separation of the two absorption lines tends to Eb as the doping goes to zero. The slope of the splitting mixes c and k, while that of the exciton weight contains only k and Eb.

In `low_density` the four statements are joined by ∧, and the slopes are expressed by `HasDerivAt`. This is a two-sided derivative of the closed formulas, which extend smoothly to small negative F although only F ≥ 0 is physical. The theorem assumes Eb > 0 and allows any real c and k. In the proof, `hr` is the derivative of s², `hs` applies the chain rule for the square root, and the final part applies the quotient rule.

```lean
/-- Low-density laws for `Eb > 0`: at `F = 0` the splitting is `Eb` and the lower-branch
exciton weight is `0`, and their slopes in `F` are `c + 2k/Eb` and `k/Eb²`. -/
theorem low_density {Eb : ℝ} (hE : 0 < Eb) (c k : ℝ) :
    splitting Eb c k 0 = Eb ∧ lowerWeight Eb c k 0 = 0 ∧
      HasDerivAt (fun F => splitting Eb c k F) (c + 2 * k / Eb) 0 ∧
      HasDerivAt (fun F => lowerWeight Eb c k F) (k / Eb ^ 2) 0 := by
  have d0 : detuning Eb c 0 = Eb := by simp [detuning]
  have s0 : splitting Eb c k 0 = Eb := by
    simp [splitting, d0, Real.sqrt_sq hE.le]
  have hd : HasDerivAt (fun F => detuning Eb c F) c 0 :=
    (((hasDerivAt_id' (0 : ℝ)).const_mul c).const_add Eb).congr_deriv (mul_one c)
  have hr : HasDerivAt (fun F => detuning Eb c F ^ 2 + 4 * k * F)
      (2 * Eb * c + 4 * k) 0 := by
    have h := (hd.fun_pow 2).fun_add ((hasDerivAt_id' (0 : ℝ)).const_mul (4 * k))
    refine h.congr_deriv ?_
    simp [d0]
  have e : Eb * (2 * k / Eb) = 2 * k := by field_simp
  -- chain rule for the square root
  have hs : HasDerivAt (fun F => splitting Eb c k F) (c + 2 * k / Eb) 0 := by
    have hne : detuning Eb c 0 ^ 2 + 4 * k * 0 ≠ 0 := by
      rw [d0, mul_zero, add_zero]; positivity
    refine (hr.sqrt hne).congr_deriv ?_
    show (2 * Eb * c + 4 * k) / (2 * splitting Eb c k 0) = c + 2 * k / Eb
    rw [s0, div_eq_iff (by positivity)]
    linear_combination -2 * e
  refine ⟨s0, by simp [lowerWeight, d0, s0, hE.ne'], hs, ?_⟩
  -- quotient rule for `d/s`
  have hne : splitting Eb c k 0 ≠ 0 := by rw [s0]; exact hE.ne'
  refine (((hd.fun_div hs hne).const_sub 1).div_const 2).congr_deriv ?_
  show -((c * splitting Eb c k 0 - detuning Eb c 0 * (c + 2 * k / Eb)) /
    splitting Eb c k 0 ^ 2) / 2 = k / Eb ^ 2
  rw [s0, d0, show c * Eb - Eb * (c + 2 * k / Eb) = -(2 * k) by linear_combination -e]
  ring
```

## Strict linear upper bounds

Now let Eb, k, F > 0 and c ≥ 0. Then s > d ≥ Eb. Put t = kF/Eb. The linear law for the splitting is Eb + (c + 2k/Eb)F = d + 2t, and

(d + 2t)² = d² + 4dt + 4t² > d² + 4kF = s²

because dt ≥ Eb·t = kF and t² > 0. Both sides are squares of positive numbers, so s < d + 2t.

For the weight, use s² − d² = 4kF:

Z = (s − d)/(2s) = 2kF/(s(s + d)) < kF/Eb²

The last step holds because s(s + d) > 2Eb². Thus both linear laws overestimate at every positive F, however small. In Lean the first bound is a comparison of squares. The second is cross-multiplied, with `h3` carrying the identity for s² − d² and `hq` the inequality s(s + d) > 2Eb².

```lean
/-- For `Eb, k, F > 0` and `c ≥ 0`, the splitting and the lower-branch exciton weight lie
strictly below their linear low-density laws. -/
theorem below_linear_laws {Eb c k F : ℝ} (hE : 0 < Eb) (hc : 0 ≤ c) (hk : 0 < k)
    (hF : 0 < F) :
    splitting Eb c k F < Eb + (c + 2 * k / Eb) * F ∧
      lowerWeight Eb c k F < k * F / Eb ^ 2 := by
  have hkF : 0 < k * F := mul_pos hk hF
  have hs2 := splitting_sq Eb c k F hkF.le
  have hs := splitting_pos hE hc hF.le hkF.le
  have hdE : Eb ≤ detuning Eb c F := by
    unfold detuning; linarith [mul_nonneg hc hF.le]
  have hlt : detuning Eb c F < splitting Eb c k F := by nlinarith
  constructor
  · have ht : 0 < k * F / Eb := by positivity
    have e : k * F / Eb * Eb = k * F := by field_simp
    have hR : Eb + (c + 2 * k / Eb) * F = detuning Eb c F + 2 * (k * F / Eb) := by
      unfold detuning; ring
    rw [hR]
    -- compare squares
    refine (sq_lt_sq₀ hs.le (by linarith)).1 ?_
    rw [hs2]
    nlinarith [mul_nonneg ht.le (sub_nonneg.2 hdE), pow_pos ht 2]
  · unfold lowerWeight
    set s := splitting Eb c k F
    set d := detuning Eb c F
    have e : (1 - d / s) / 2 = (s - d) / (2 * s) := by field_simp
    have h3 : k * F * (2 * s) = (s - d) * (s * (s + d)) / 2 := by
      linear_combination (-(s / 2)) * hs2
    have hq : 0 < s * (s + d) - 2 * Eb ^ 2 := by nlinarith
    rw [e, div_lt_div_iff₀ (by positivity) (by positivity), h3]
    nlinarith [mul_pos (sub_pos.2 hlt) hq]
```

## The largest exciton weight

The weight need not keep growing, because the detuning increases along with the coupling. Let Eb, c > 0 and k ≥ 0, and put G = Eb/c, so that d(F) = c(G + F). Since Z = (1 − d/s)/2, the claim Z(F) ≤ Z(G) means

d(G)/s(G) ≤ d(F)/s(F)

All four quantities are positive, so one may cross-multiply and square. The difference of the two sides is then

d(F)² s(G)² − d(G)² s(F)² = 4k(G d(F)² − F d(G)²) = 4kc²G((G + F)² − 4GF) = 4kc²G(G − F)²

This is nonnegative, so no F ≥ 0 gives a larger weight than F = Eb/c. The theorem states this as ≤ and makes no claim of uniqueness; for k = 0 the weight is zero everywhere. The proof replaces Eb by c·G at the start, and `key` is the inequality between the two quotients.

The maximum is a property of the assumed linear laws. Whether it lies at a Fermi energy where two levels still describe the doped material is a separate physical question.

```lean
/-- For `Eb, c > 0` and `k ≥ 0`, the lower-branch exciton weight over all `F ≥ 0` is
greatest at `F = Eb/c`. -/
theorem weight_le_peak {Eb c k F : ℝ} (hE : 0 < Eb) (hc : 0 < c) (hk : 0 ≤ k)
    (hF : 0 ≤ F) : lowerWeight Eb c k F ≤ lowerWeight Eb c k (Eb / c) := by
  obtain ⟨G, hG, rfl⟩ : ∃ G, 0 < G ∧ Eb = c * G :=
    ⟨Eb / c, by positivity, by field_simp⟩
  rw [mul_div_cancel_left₀ G hc.ne']
  have hs := splitting_pos hE hc.le hF (mul_nonneg hk hF)
  have hs' := splitting_pos hE hc.le hG.le (mul_nonneg hk hG.le)
  have hd : 0 < detuning (c * G) c F := by unfold detuning; positivity
  have hd' : 0 < detuning (c * G) c G := by unfold detuning; positivity
  have key : detuning (c * G) c G / splitting (c * G) c k G ≤
      detuning (c * G) c F / splitting (c * G) c k F := by
    rw [div_le_div_iff₀ hs' hs]
    refine (sq_le_sq₀ (by positivity) (by positivity)).1 ?_
    rw [mul_pow, mul_pow, splitting_sq _ _ _ _ (mul_nonneg hk hF),
      splitting_sq _ _ _ _ (mul_nonneg hk hG.le)]
    simp only [detuning]
    -- the difference of the squares is a multiple of `(G - F)²`
    have hp : 0 ≤ k * (c ^ 2 * G) := by positivity
    nlinarith [mul_nonneg hp (sq_nonneg (G - F))]
  unfold lowerWeight
  linarith

end

end TwoStatePolaron
```

```lean
#print axioms TwoStatePolaron.energy_levels
-- 'TwoStatePolaron.energy_levels' depends on axioms: [propext, Classical.choice, Quot.sound]
#print axioms TwoStatePolaron.low_density
-- 'TwoStatePolaron.low_density' depends on axioms: [propext, Classical.choice, Quot.sound]
#print axioms TwoStatePolaron.below_linear_laws
-- 'TwoStatePolaron.below_linear_laws' depends on axioms: [propext, Classical.choice, Quot.sound]
#print axioms TwoStatePolaron.weight_le_peak
-- 'TwoStatePolaron.weight_le_peak' depends on axioms: [propext, Classical.choice, Quot.sound]
```
